# The first conjugate-gradient step can enlarge the residual norm by an arbitrarily large factor

For $A=\mathrm{diag}(1,k^2)$, $b=(k,1)$, $k>1$ and starting point $x_0=0$, the first conjugate-gradient step gives the residual

$$r_1=\frac{k^2-1}{2k}\,(1,-k),\qquad \frac{\|r_1\|}{\|r_0\|}=\frac{k^2-1}{2k}.$$

The ratio exceeds every bound as $k$ grows, yet the second step solves the system exactly. For a real symmetric $A$ whose quadratic form satisfies $m\|v\|^2\le v\cdot Av\le M\|v\|^2$ with $0<m<M$, the first step never multiplies the residual norm by more than $(M-m)/(2\sqrt{mM})$, and the example attains this factor.

Conjugate gradients is used for positive definite linear systems in simulation, where the residual norm is often monitored. This two-dimensional example in exact arithmetic shows that a rise of that norm in the first step need not signal a failing solver.

## Two steps on a diagonal system

Write $x_j$, $r_j$, $p_j$ for the iterate, residual and search direction, with $r_0=p_0=b-Ax_0$. One step is

$$\alpha_j=\frac{r_j\cdot r_j}{p_j\cdot Ap_j},\quad x_{j+1}=x_j+\alpha_jp_j,\quad r_{j+1}=r_j-\alpha_jAp_j,$$

$$\beta_j=\frac{r_{j+1}\cdot r_{j+1}}{r_j\cdot r_j},\quad p_{j+1}=r_{j+1}+\beta_jp_j.$$

Here $r_0=p_0=(k,1)$ and $Ap_0=(k,k^2)$, so $r_0\cdot r_0=k^2+1$, $p_0\cdot Ap_0=2k^2$ and $\alpha_0=(k^2+1)/(2k^2)$. Hence

$$r_1=\Bigl(k-\frac{k^2+1}{2k},\;1-\frac{k^2+1}{2}\Bigr)=c\,(1,-k),\qquad c=\frac{k^2-1}{2k}.$$

Both $(1,-k)$ and $(k,1)$ have norm $\sqrt{k^2+1}$, so the norm ratio is $c$. It exceeds 1 when $k^2-2k-1>0$, which for $k>1$ means $k>1+\sqrt2$.

For the second step, $\beta_0=c^2$ and

$$p_1=c(1,-k)+c^2(k,1)=\frac{c(k^2+1)}{2k}\,(k,-1).$$

Applying $A$ gives $Ap_1=\tfrac{k^2+1}{2}\,r_1$. Since $r_1\cdot r_0=0$, we have $p_1\cdot r_1=r_1\cdot r_1$, so $\alpha_1=2/(k^2+1)$. Therefore $r_2=r_1-\alpha_1Ap_1=0$, and $x_2=(k,1/k^2)$ is the solution.

## The largest growth allowed by the spectral bounds

Let $r=r_0$ in the general case. Apply the upper bound on the form to $Ar-mr$ and the lower bound to $Mr-Ar$:

$$Ar\cdot A^2r-2m\|Ar\|^2+m^2\,r\cdot Ar\le M\bigl(\|Ar\|^2-2m\,r\cdot Ar+m^2\|r\|^2\bigr),$$

$$m\bigl(M^2\|r\|^2-2M\,r\cdot Ar+\|Ar\|^2\bigr)\le M^2\,r\cdot Ar-2M\|Ar\|^2+Ar\cdot A^2r.$$

Adding them cancels the cubic term $Ar\cdot A^2r$. Division by $M-m>0$ leaves

$$\|Ar\|^2\le(m+M)\,r\cdot Ar-mM\|r\|^2.$$

If $r\ne0$, put $a=\|r\|^2/(r\cdot Ar)$. Because $a\,r\cdot Ar=\|r\|^2$,

$$\|r-aAr\|^2=a^2\|Ar\|^2-\|r\|^2\le\|r\|^2\bigl(a(m+M)-mMa^2-1\bigr).$$

Completing the square,

$$4mM\bigl(a(m+M)-mMa^2\bigr)=(m+M)^2-\bigl(2mMa-(m+M)\bigr)^2\le(m+M)^2,$$

so

$$\|r_1\|^2\le\frac{(M-m)^2}{4mM}\,\|r_0\|^2.$$

If $r=0$, the formula for $\alpha_0$ reads $0/0$, which Lean evaluates as $0$. Since $Ap_0=0$, any value of $\alpha_0$ would give $r_1=0$, so both sides vanish. With $m=1$ and $M=k^2$ the factor is $(k^2-1)/(2k)$, the value found in the example.

## The recurrence as a sequence of states

Vectors are functions `n → ℝ` on a finite index type. The symbol `⬝ᵥ` denotes the dot product and `*ᵥ` the action of a matrix on a vector.

```lean
import Mathlib

open Matrix

namespace ConjugateGradientResidualGrowth

noncomputable section

variable {n : Type*} [Fintype n]
```

A state collects the three vectors that one step passes to the next.

```lean
/-- The data carried by conjugate gradients: iterate `x`, residual `r`, search direction `p`. -/
structure CGState (n : Type*) where
  x : n → ℝ
  r : n → ℝ
  p : n → ℝ
```

The step uses the formulas above, with `α` and `β` for $\alpha_j$ and $\beta_j$.

```lean
/-- One conjugate-gradient step with the standard step length and direction update. -/
def cgStep (A : Matrix n n ℝ) (s : CGState n) : CGState n :=
  let α := (s.r ⬝ᵥ s.r) / (s.p ⬝ᵥ A *ᵥ s.p)
  let r' := s.r - α • (A *ᵥ s.p)
  let β := (r' ⬝ᵥ r') / (s.r ⬝ᵥ s.r)
  ⟨s.x + α • s.p, r', r' + β • s.p⟩
```

The sequence is indexed from zero, so `(cg A b x₀ j).r` is $r_j$. The definition accepts any real square matrix; symmetry and positivity enter only as hypotheses of theorems. Arithmetic is exact, without rounding or preconditioning.

```lean
/-- The conjugate-gradient sequence for `A x = b` started at `x₀`. -/
def cg (A : Matrix n n ℝ) (b x₀ : n → ℝ) : ℕ → CGState n
  | 0 => ⟨x₀, b - A *ᵥ x₀, b - A *ᵥ x₀⟩
  | j + 1 => cgStep A (cg A b x₀ j)
```

The norm is defined explicitly as $\sqrt{v\cdot v}$, since Mathlib's default norm on functions is the maximum norm.

```lean
/-- The Euclidean norm of a real vector. -/
def euclNorm (v : n → ℝ) : ℝ := √(v ⬝ᵥ v)
```

The next three definitions fix the matrix, the right-hand side and the sequence started at zero.

```lean
/-- The matrix `diag(1, k²)`. -/
def modelMatrix (k : ℝ) : Matrix (Fin 2) (Fin 2) ℝ := !![1, 0; 0, k ^ 2]

/-- The right-hand side `(k, 1)`. -/
def modelRhs (k : ℝ) : Fin 2 → ℝ := ![k, 1]

/-- The conjugate-gradient sequence for `diag(1, k²) x = (k, 1)` started at zero. -/
def modelCG (k : ℝ) : ℕ → CGState (Fin 2) := cg (modelMatrix k) (modelRhs k) 0
```

## The example in components

The matrix multiplies the second component by $k^2$.

```lean
/-- The action of `diag(1, k²)` on a vector. -/
theorem modelMatrix_mulVec (k p q : ℝ) : modelMatrix k *ᵥ ![p, q] = ![p, k ^ 2 * q] := by
  ext i
  fin_cases i <;> simp [modelMatrix, Matrix.mulVec, dotProduct, Fin.sum_univ_two]
```

The following lemma reduces a step to eight scalar equations. Given proposed values for $\alpha_j$, $\beta_j$ and the new components, it remains to check those equations.

```lean
/-- A conjugate-gradient step for `diag(1, k²)`, written in components. -/
theorem cgStep_components {k x y r s p q α β x' y' r' s' p' q' : ℝ}
    (hα : (r * r + s * s) / (p * p + q * (k ^ 2 * q)) = α)
    (hx : x + α * p = x') (hy : y + α * q = y')
    (hr : r - α * p = r') (hs : s - α * (k ^ 2 * q) = s')
    (hβ : (r' * r' + s' * s') / (r * r + s * s) = β)
    (hp : r' + β * p = p') (hq : s' + β * q = q') :
    cgStep (modelMatrix k) ⟨![x, y], ![r, s], ![p, q]⟩
      = ⟨![x', y'], ![r', s'], ![p', q']⟩ := by
  have hd : ∀ a b c d : ℝ, ![a, b] ⬝ᵥ ![c, d] = a * c + b * d := by
    intro a b c d
    simp [dotProduct, Fin.sum_univ_two]
  have hsub : ∀ a b t c d : ℝ, ![a, b] - t • ![c, d] = ![a - t * c, b - t * d] := by
    intro a b t c d
    ext i
    fin_cases i <;> simp
  have hadd : ∀ a b t c d : ℝ, ![a, b] + t • ![c, d] = ![a + t * c, b + t * d] := by
    intro a b t c d
    ext i
    fin_cases i <;> simp
  simp only [cgStep, modelMatrix_mulVec, hd, hα, hsub, hadd, hx, hy, hr, hs, hβ, hp, hq]
```

The initial residual and direction are both $(k,1)$.

```lean
/-- The starting state has residual and search direction `(k, 1)`. -/
theorem model_start (k : ℝ) : modelCG k 0 = ⟨![0, 0], ![k, 1], ![k, 1]⟩ := by
  have h0 : (0 : Fin 2 → ℝ) = ![0, 0] := by
    ext i
    fin_cases i <;> rfl
  change CGState.mk 0 (modelRhs k - modelMatrix k *ᵥ 0) (modelRhs k - modelMatrix k *ᵥ 0) = _
  rw [Matrix.mulVec_zero, sub_zero, h0]
  rfl
```

For the first step, the values $\alpha_0=(k^2+1)/(2k^2)$ and $\beta_0=c^2$ are supplied. The tactics `field_simp` and `ring` clear denominators and verify the resulting polynomial identities.

```lean
/-- The iterate, residual and search direction after the first step. -/
theorem model_first_step {k : ℝ} (hk : 0 < k) :
    modelCG k 1 = ⟨![(k ^ 2 + 1) / (2 * k), (k ^ 2 + 1) / (2 * k ^ 2)],
      ![(k ^ 2 - 1) / (2 * k), -(k ^ 2 - 1) / 2],
      ![(k ^ 2 - 1) * (k ^ 2 + 1) / (4 * k), -((k ^ 2 - 1) * (k ^ 2 + 1)) / (4 * k ^ 2)]⟩ := by
  change cgStep (modelMatrix k) (modelCG k 0) = _
  rw [model_start]
  apply cgStep_components (α := (k ^ 2 + 1) / (2 * k ^ 2)) (β := ((k ^ 2 - 1) / (2 * k)) ^ 2)
  · rw [div_eq_iff (by positivity)]
    field_simp
    ring
  · field_simp
    ring
  · field_simp
    ring
  · field_simp
    ring
  · field_simp
    ring
  · rw [div_eq_iff (by positivity)]
    field_simp
    ring
  · field_simp
    ring
  · field_simp
    ring
```

Factoring the residual gives the stated formula, which holds for every $k>0$.

```lean
/-- The first residual is `((k² - 1)/(2k)) (1, -k)`. -/
theorem model_first_residual {k : ℝ} (hk : 0 < k) :
    (modelCG k 1).r = ((k ^ 2 - 1) / (2 * k)) • ![1, -k] := by
  rw [model_first_step hk]
  ext i
  fin_cases i
  · simp
  · change -(k ^ 2 - 1) / 2 = (k ^ 2 - 1) / (2 * k) * (-k)
    field_simp
```

## Growth of the residual norm

The proof computes $r_0\cdot r_0=k^2+1$ and $r_1\cdot r_1=c^2(k^2+1)$, then takes square roots. The assumption $k>1$ makes $c$ nonnegative, so $\sqrt{c^2}=c$.

```lean
/-- The first step multiplies the residual norm by exactly `(k² - 1)/(2k)`. -/
theorem model_residual_ratio {k : ℝ} (hk : 1 < k) :
    euclNorm (modelCG k 1).r / euclNorm (modelCG k 0).r = (k ^ 2 - 1) / (2 * k) := by
  have hk0 : 0 < k := by linarith
  have hc : 0 ≤ (k ^ 2 - 1) / (2 * k) := div_nonneg (by nlinarith) (by positivity)
  have h0 : (modelCG k 0).r ⬝ᵥ (modelCG k 0).r = k ^ 2 + 1 := by
    rw [model_start]
    simp [dotProduct, Fin.sum_univ_two]
    ring
  have h1 : (modelCG k 1).r ⬝ᵥ (modelCG k 1).r
      = ((k ^ 2 - 1) / (2 * k)) ^ 2 * (k ^ 2 + 1) := by
    rw [model_first_residual hk0, smul_dotProduct, dotProduct_smul]
    have : ![1, -k] ⬝ᵥ ![1, -k] = k ^ 2 + 1 := by
      simp [dotProduct, Fin.sum_univ_two]
      ring
    rw [this, smul_eq_mul, smul_eq_mul]
    ring
  have hN : √(k ^ 2 + 1) ≠ 0 := (Real.sqrt_pos.mpr (by positivity)).ne'
  rw [euclNorm, euclNorm, h0, h1, Real.sqrt_mul (sq_nonneg _), Real.sqrt_sq hc,
    mul_div_assoc, div_self hN, mul_one]
```

For a proposed bound $C$, the choice $k=2|C|+2$ suffices: $k^2-2k|C|=2k>1$, hence $(k^2-1)/(2k)>|C|\ge C$.

```lean
/-- No constant bounds the growth of the residual norm in the first conjugate-gradient step,
even within the family `diag(1, k²)`, `k > 1`. -/
theorem residual_growth_unbounded (C : ℝ) :
    ∃ k : ℝ, 1 < k ∧ C < euclNorm (modelCG k 1).r / euclNorm (modelCG k 0).r := by
  have hC := le_abs_self C
  have hC0 := abs_nonneg C
  have hk : 1 < 2 * |C| + 2 := by linarith
  refine ⟨2 * |C| + 2, hk, ?_⟩
  rw [model_residual_ratio hk, lt_div_iff₀ (by positivity)]
  nlinarith [mul_nonneg (by linarith : 0 ≤ 2 * |C| + 2) (sub_nonneg.mpr hC)]
```

For $k>1$, the threshold follows by rewriting $1+\sqrt2<k$ as $2<(k-1)^2$, which is the inequality $k^2-2k-1>0$.

```lean
/-- The first step increases the residual norm exactly when `k > 1 + √2`. -/
theorem residual_grows_iff {k : ℝ} (hk : 1 < k) :
    1 < euclNorm (modelCG k 1).r / euclNorm (modelCG k 0).r ↔ 1 + √2 < k := by
  rw [model_residual_ratio hk, lt_div_iff₀ (by linarith), ← lt_sub_iff_add_lt',
    Real.sqrt_lt' (by linarith)]
  constructor <;> intro h <;> nlinarith
```

The second step is evaluated with $\alpha_1=2/(k^2+1)$ and $\beta_1=0$. The theorem states both that the iterate satisfies the linear system and that the stored residual is zero. Here $k>1$ ensures $p_1\ne0$, so the denominator of $\alpha_1$ is positive.

```lean
/-- The second step reaches the exact solution and the residual vanishes. -/
theorem model_second_step_exact {k : ℝ} (hk : 1 < k) :
    modelMatrix k *ᵥ (modelCG k 2).x = modelRhs k ∧ (modelCG k 2).r = 0 := by
  have hk0 : 0 < k := by linarith
  have hk1 : 0 < k ^ 2 - 1 := by nlinarith
  have hne : k ^ 2 - 1 ≠ 0 := hk1.ne'
  have hP : 0 < (k ^ 2 - 1) * (k ^ 2 + 1) / (4 * k) :=
    div_pos (mul_pos hk1 (by positivity)) (by positivity)
  have hden : ∀ P Q : ℝ, 0 < P → P * P + Q * (k ^ 2 * Q) ≠ 0 := by
    intro P Q h
    have : 0 < P * P + Q * (k ^ 2 * Q) := by nlinarith [mul_pos h h, sq_nonneg (k * Q)]
    exact this.ne'
  have h2 : modelCG k 2 = ⟨![k, 1 / k ^ 2], ![0, 0], ![0, 0]⟩ := by
    change cgStep (modelMatrix k) (modelCG k 1) = _
    rw [model_first_step hk0]
    apply cgStep_components (α := 2 / (k ^ 2 + 1)) (β := 0)
    · rw [div_eq_iff (hden _ _ hP)]
      field_simp <;> ring
    · field_simp <;> ring
    · field_simp <;> ring
    · field_simp <;> ring
    · field_simp <;> ring
    · simp
    · simp
    · simp
  rw [h2]
  constructor
  · rw [modelMatrix_mulVec, mul_one_div_cancel (by positivity)]
    rfl
  · ext i
    fin_cases i <;> rfl
```

## The bound for symmetric matrices

The hypotheses `hm` and `hM` are the bounds $m\|v\|^2\le v\cdot Av\le M\|v\|^2$ for all $v$. They confine the spectrum of the symmetric matrix to $[m,M]$, but $m$ and $M$ need not be its extreme eigenvalues. In the proof, `h1` and `h2` are the two tested inequalities; symmetry, through `hs`, identifies $r\cdot A^2r$ with $\|Ar\|^2$.

```lean
/-- If `m < M` and a symmetric `A` satisfies `m ‖v‖² ≤ v·A v ≤ M ‖v‖²` for all `v`, then `‖A r‖² ≤
(m + M) r·A r - m M ‖r‖²`. -/
theorem norm_sq_mulVec_le {A : Matrix n n ℝ} (hA : A.IsSymm) {m M : ℝ} (hmM : m < M)
    (hm : ∀ v, m * (v ⬝ᵥ v) ≤ v ⬝ᵥ A *ᵥ v) (hM : ∀ v, v ⬝ᵥ A *ᵥ v ≤ M * (v ⬝ᵥ v))
    (r : n → ℝ) :
    (A *ᵥ r) ⬝ᵥ (A *ᵥ r) ≤ (m + M) * (r ⬝ᵥ A *ᵥ r) - m * M * (r ⬝ᵥ r) := by
  have hv : r ᵥ* A = A *ᵥ r := by rw [← Matrix.vecMul_transpose, hA.eq]
  have hs : r ⬝ᵥ A *ᵥ (A *ᵥ r) = (A *ᵥ r) ⬝ᵥ (A *ᵥ r) := by
    rw [Matrix.dotProduct_mulVec, hv]
  have hc : (A *ᵥ r) ⬝ᵥ r = r ⬝ᵥ A *ᵥ r := dotProduct_comm _ _
  -- test the two form bounds on `A r - m r` and `M r - A r`
  have h1 := hM (A *ᵥ r - m • r)
  have h2 := hm (M • r - A *ᵥ r)
  simp only [Matrix.mulVec_sub, Matrix.mulVec_smul, sub_dotProduct, dotProduct_sub,
    smul_dotProduct, dotProduct_smul, smul_eq_mul, hs, hc] at h1 h2
  refine le_of_mul_le_mul_left ?_ (sub_pos.mpr hmM)
  linarith
```

The main bound holds for every right-hand side and starting point, and concerns the first step only. After the case $r=0$, the proof replaces the step length by `a`, keeping the relation `hat`, $a\,r\cdot Ar=\|r\|^2$. Then `hexp` expands the new squared norm, `h2` inserts the relation into the upper bound, and `h3` completes the square. The last lines turn the squared estimate into one for norms.

```lean
/-- For a symmetric matrix with spectral bounds `0 < m < M`, the first conjugate-gradient step
multiplies the residual norm by at most `(M - m)/(2√(mM))`. -/
theorem first_residual_bound {A : Matrix n n ℝ} (hA : A.IsSymm) {m M : ℝ} (h0 : 0 < m)
    (hmM : m < M) (hm : ∀ v, m * (v ⬝ᵥ v) ≤ v ⬝ᵥ A *ᵥ v)
    (hM : ∀ v, v ⬝ᵥ A *ᵥ v ≤ M * (v ⬝ᵥ v)) (b x₀ : n → ℝ) :
    euclNorm (cg A b x₀ 1).r ≤ (M - m) / (2 * √(m * M)) * euclNorm (cg A b x₀ 0).r := by
  have hstep : (cg A b x₀ 1).r = (cg A b x₀ 0).r -
      (((cg A b x₀ 0).r ⬝ᵥ (cg A b x₀ 0).r) / ((cg A b x₀ 0).r ⬝ᵥ A *ᵥ (cg A b x₀ 0).r)) •
        (A *ᵥ (cg A b x₀ 0).r) := rfl
  rw [hstep]
  generalize (cg A b x₀ 0).r = r
  by_cases hr : r = 0
  · simp [hr, euclNorm]
  have hs0 : 0 ≤ r ⬝ᵥ r := Finset.sum_nonneg fun i _ => mul_self_nonneg (r i)
  have hs : 0 < r ⬝ᵥ r := lt_of_le_of_ne hs0 (Ne.symm (mt dotProduct_self_eq_zero.mp hr))
  have ht : 0 < r ⬝ᵥ A *ᵥ r := lt_of_lt_of_le (mul_pos h0 hs) (hm r)
  have hu := norm_sq_mulVec_le hA hmM hm hM r
  have hMpos : 0 < M := h0.trans hmM
  have hprod : 0 < m * M := mul_pos h0 hMpos
  have hat : (r ⬝ᵥ r) / (r ⬝ᵥ A *ᵥ r) * (r ⬝ᵥ A *ᵥ r) = r ⬝ᵥ r := div_mul_cancel₀ _ ht.ne'
  generalize (r ⬝ᵥ r) / (r ⬝ᵥ A *ᵥ r) = a at hat ⊢
  have hexp : (r - a • (A *ᵥ r)) ⬝ᵥ (r - a • (A *ᵥ r))
      = a ^ 2 * ((A *ᵥ r) ⬝ᵥ (A *ᵥ r)) - r ⬝ᵥ r := by
    simp only [sub_dotProduct, dotProduct_sub, smul_dotProduct, dotProduct_smul, smul_eq_mul,
      dotProduct_comm (A *ᵥ r) r]
    linear_combination (-2) * hat
  have h1 := mul_le_mul_of_nonneg_left hu (sq_nonneg a)
  have h2 : a ^ 2 * ((m + M) * (r ⬝ᵥ A *ᵥ r) - m * M * (r ⬝ᵥ r))
      = (r ⬝ᵥ r) * (a * (m + M) - m * M * a ^ 2) := by
    linear_combination (m + M) * a * hat
  -- complete the square in the step length
  have h3 : 4 * (m * M) * (a * (m + M) - m * M * a ^ 2) ≤ (m + M) ^ 2 := by
    nlinarith [sq_nonneg (2 * m * M * a - (m + M))]
  rw [h2] at h1
  have h4 := mul_le_mul_of_nonneg_left h1 (by positivity : 0 ≤ 4 * (m * M))
  have h5 := mul_le_mul_of_nonneg_left h3 hs0
  have hc : 0 ≤ (M - m) / (2 * √(m * M)) := div_nonneg (by linarith) (by positivity)
  unfold euclNorm
  refine Real.sqrt_le_iff.mpr ⟨mul_nonneg hc (Real.sqrt_nonneg _), ?_⟩
  rw [hexp, mul_pow, div_pow, mul_pow, Real.sq_sqrt hprod.le, Real.sq_sqrt hs0,
    div_mul_eq_mul_div, le_div_iff₀ (by positivity)]
  linarith
```

For $k>1$, the final theorem verifies that the example satisfies the hypotheses with $m=1$ and $M=k^2$, and that its ratio equals the factor in the bound. The form bounds reduce to $(k^2-1)v_1^2\ge0$ and $(k^2-1)v_0^2\ge0$, with components numbered from zero as in Lean.

```lean
/-- The matrix `diag(1, k²)` is symmetric with spectral bounds `1` and `k²`, and its first
conjugate-gradient step attains the factor `(M - m)/(2√(mM))` for these bounds. -/
theorem first_residual_bound_sharp {k : ℝ} (hk : 1 < k) :
    (modelMatrix k).IsSymm ∧
    (∀ v, 1 * (v ⬝ᵥ v) ≤ v ⬝ᵥ modelMatrix k *ᵥ v) ∧
    (∀ v, v ⬝ᵥ modelMatrix k *ᵥ v ≤ k ^ 2 * (v ⬝ᵥ v)) ∧
    euclNorm (modelCG k 1).r / euclNorm (modelCG k 0).r
      = (k ^ 2 - 1) / (2 * √(1 * k ^ 2)) := by
  have hq : ∀ v : Fin 2 → ℝ, v ⬝ᵥ modelMatrix k *ᵥ v = v 0 ^ 2 + k ^ 2 * v 1 ^ 2 := by
    intro v
    simp [modelMatrix, Matrix.mulVec, dotProduct, Fin.sum_univ_two]
    ring
  have hn : ∀ v : Fin 2 → ℝ, v ⬝ᵥ v = v 0 ^ 2 + v 1 ^ 2 := by
    intro v
    simp only [dotProduct, Fin.sum_univ_two]
    ring
  have hk2 : 0 ≤ k ^ 2 - 1 := by nlinarith
  refine ⟨?_, fun v => ?_, fun v => ?_, ?_⟩
  · unfold Matrix.IsSymm
    ext i j
    fin_cases i <;> fin_cases j <;> simp [modelMatrix]
  · rw [hq, hn]
    nlinarith [mul_nonneg hk2 (sq_nonneg (v 1))]
  · rw [hq, hn]
    nlinarith [mul_nonneg hk2 (sq_nonneg (v 0))]
  · rw [model_residual_ratio hk, one_mul, Real.sqrt_sq (by linarith)]

end

end ConjugateGradientResidualGrowth
```

```lean
#print axioms ConjugateGradientResidualGrowth.residual_growth_unbounded
#print axioms ConjugateGradientResidualGrowth.model_second_step_exact
#print axioms ConjugateGradientResidualGrowth.first_residual_bound
#print axioms ConjugateGradientResidualGrowth.first_residual_bound_sharp
```

```
'ConjugateGradientResidualGrowth.residual_growth_unbounded' depends on axioms: [propext, Classical.choice, Quot.sound]
'ConjugateGradientResidualGrowth.model_second_step_exact' depends on axioms: [propext, Classical.choice, Quot.sound]
'ConjugateGradientResidualGrowth.first_residual_bound' depends on axioms: [propext, Classical.choice, Quot.sound]
'ConjugateGradientResidualGrowth.first_residual_bound_sharp' depends on axioms: [propext, Classical.choice, Quot.sound]
```
